# For positive weights and relaxation times, Matthiessen's rule never underestimates the transport time

Electrons in a doped semiconductor scatter from phonons and from ionised impurities, and both relaxation times depend on the state the electron is in. Fast carriers may pass impurities almost freely and yet emit phonons readily, while slow ones do the opposite. Matthiessen's rule ignores this: it averages each relaxation time over the carriers first and then adds the reciprocals of the averages. I would expect the result to be too long in general, because the mechanism that limits the carriers changes from state to state.

Suppose that each state has a well-defined relaxation time for each mechanism and that the rates add within a state. Is the rule's error then always of one sign, and when is it zero? I would like a full proof, checked by machine in Lean.

## The error is a weighted sum of squares

Yes: under those assumptions the error is never negative, and it vanishes exactly when the ratio of any two mechanisms' relaxation times is the same in every state.

Let the states i have weights w_i > 0, and let mechanism k have relaxation time τ_k(i) > 0 in state i. There are finitely many of each, and at least one. Adding rates within a state gives the combined time

h_i = (Σ_k 1/τ_k(i))⁻¹,

and, for weights that sum to one, the true transport time is Σ_i w_i h_i. Matthiessen's rule uses the averages T_k and combines them into H:

T_k = Σ_i w_i τ_k(i),  H = (Σ_k 1/T_k)⁻¹.

**One state.** Take times t_k > 0 with combined time h, so that h Σ_k 1/t_k = 1, and any numbers p_k with Σ_k p_k = 1. Expanding a square gives

t_k (p_k − h/t_k)² = p_k² t_k − 2h p_k + h²/t_k.

Summed over k, the last two terms give −2h + h = −h. Hence

Σ_k p_k² t_k − h = Σ_k t_k (p_k − h/t_k)².

**All states.** Choose p_k = H/T_k, which sums to one by the definition of H. Apply the identity in each state, multiply by w_i and sum over i. The first term becomes

Σ_i w_i Σ_k p_k² τ_k(i) = Σ_k p_k² T_k = H Σ_k p_k = H,

and therefore

H − Σ_i w_i h_i = Σ_i w_i Σ_k τ_k(i) (H/T_k − h_i/τ_k(i))² ≥ 0.

Here h_i/τ_k(i) is the share of mechanism k in the total scattering rate of state i, and H/T_k is the share that Matthiessen's rule assigns to it everywhere.

**Equality.** If the error is zero, every square vanishes, so τ_k(i) H/T_k = h_i for all k and i. Comparing mechanisms k and l gives τ_k(i)/τ_l(i) = T_k/T_l, which does not depend on i. Conversely, suppose that τ_k(i) = r_kl τ_l(i) with r_kl independent of i. Averaging gives T_k = r_kl T_l, and then

h_i/τ_k(i) = (Σ_l τ_k(i)/τ_l(i))⁻¹ = (Σ_l r_kl)⁻¹ = H/T_k,

so every square is zero.

### Two states with crossed relaxation times

Take two states of weight 1/2, with times a = (1, 3) for one mechanism and b = (3, 1) for the other. In both states the combined time is 1·3/(1 + 3) = 3/4, so the true time is 3/4. Both averages are 2, and Matthiessen's rule gives 2·2/(2 + 2) = 1.

The error formula agrees. The rule assigns each mechanism a share of 1/2, whereas the actual shares are 3/4 and 1/4. Each state contributes (1 + 3)·(1/4)² = 1/4 before weighting, and the average is 1/4 = 1 − 3/4.

### A state of zero weight spoils the equality condition

Keep these times but change the weights to (1, 0). Now the true time is 3/4, the averages are 1 and 3, and Matthiessen's rule also gives 3/4. The rule is exact although a/b is 1/3 in one state and 3 in the other. Non-negative weights are therefore not enough for the conclusion that exactness forces constant ratios.

### What the Lean statements say

The type `ι` labels carrier states and `κ` labels mechanisms, and `τ k i` is the time τ_k(i). The function `combined` adds rates and inverts the sum, and `avg w f` is Σ_i w_i f_i. The two orders of operation are `trueTime`, which combines and then averages, and `matthiessenTime`, which averages and then combines.

The main theorems are `trueTime_le_matthiessenTime`, the inequality, and `matthiessen_exact_iff`, the equality condition for all pairs of mechanisms and all pairs of states. With a single state or a single mechanism that condition holds automatically, and the rule is exact. `matthiessen_defect` is the error formula.

For two mechanisms, `two_mechanisms` says that the average of a_i b_i/(a_i + b_i) is at most AB/(A + B), where A and B are the averages of a and b, with equality if and only if a_i/b_i is constant.

The weights are positive but are not required to sum to one. Scaling them all by a factor scales both times by the same factor, so the comparison is unaffected; for `avg` to be a genuine average, and for the times and mobilities to have their physical values, the weights must be normalised. In Boltzmann transport for a parabolic band, w_i stands for the normalised product of squared velocity along the field and −∂f₀/∂E, with f₀ the equilibrium occupation and E the energy. States with no velocity along the field have zero weight; they contribute to neither time and are left out of the sums.

`mobility_le` carries the inequality over to the mobility μ = qt/m, with q the magnitude of the charge, m the effective mass and t the transport time. It bears on simulation practice: in this finite relaxation-time model, combining separately computed mobilities by Matthiessen's rule gives an upper bound on the mobility computed with all mechanisms together, provided the weights, the effective mass and each mechanism's relaxation times are the same in all these calculations.

The addition of rates within each state is built into the definition of `combined`. Physically, it means that the mechanisms scatter independently, without interference between them. The model also assumes that each collision process is described by a relaxation time. It replaces energy integrals by finite sums, and it leaves out a mechanism that is switched off in some state, since its relaxation time there would be infinite.

```lean
import Mathlib

open Finset

namespace MatthiessenRule

noncomputable section

variable {ι κ : Type*} [Fintype ι] [Fintype κ]

/-- Relaxation time of several mechanisms acting together: the scattering rates `1 / t k` add.
The domain is positive times `t k` and at least one mechanism. -/
def combined (t : κ → ℝ) : ℝ := (∑ k, (t k)⁻¹)⁻¹

/-- Weighted sum of `f` over the carrier states; it is the average when the weights sum to one. -/
def avg (w f : ι → ℝ) : ℝ := ∑ i, w i * f i

/-- The true transport time: combine the mechanisms in each state, then average over states.
The domain is positive relaxation times and at least one mechanism. -/
def trueTime (w : ι → ℝ) (τ : κ → ι → ℝ) : ℝ := avg w fun i => combined fun k => τ k i

/-- Matthiessen's estimate: average each mechanism over states, then combine the averages.
The domain is positive averages and at least one mechanism. -/
def matthiessenTime (w : ι → ℝ) (τ : κ → ι → ℝ) : ℝ := combined fun k => avg w (τ k)

/-- Mobility of a carrier with charge of magnitude `q`, effective mass `m ≠ 0` and transport time
`t`. -/
def mobility (q m t : ℝ) : ℝ := q / m * t

/-- Positive relaxation times have a positive average, for positive weights on at least one
state. -/
theorem avg_pos [Nonempty ι] {w f : ι → ℝ} (hw : ∀ i, 0 < w i) (hf : ∀ i, 0 < f i) :
    0 < avg w f :=
  Finset.sum_pos (fun i _ => mul_pos (hw i) (hf i)) Finset.univ_nonempty

/-- For at least one mechanism and positive times, the combined time multiplied by the total
scattering rate is one. -/
theorem combined_mul_rate [Nonempty κ] {t : κ → ℝ} (ht : ∀ k, 0 < t k) :
    combined t * ∑ k, (t k)⁻¹ = 1 :=
  inv_mul_cancel₀
    (Finset.sum_pos (fun k _ => inv_pos.mpr (ht k)) Finset.univ_nonempty).ne'

/-- For positive times `t k` and shares `p k` that sum to one, `∑ p k ^ 2 * t k` exceeds the
combined time by an explicit weighted sum of squares. -/
theorem variational_gap [Nonempty κ] {t p : κ → ℝ} (ht : ∀ k, 0 < t k) (hp : ∑ k, p k = 1) :
    ∑ k, p k ^ 2 * t k - combined t = ∑ k, t k * (p k - combined t / t k) ^ 2 := by
  have h := combined_mul_rate ht
  -- expand each square
  have e : ∀ k, t k * (p k - combined t / t k) ^ 2
      = p k ^ 2 * t k - 2 * combined t * p k + combined t ^ 2 * (t k)⁻¹ := by
    intro k
    have hu : t k * (t k)⁻¹ = 1 := mul_inv_cancel₀ (ht k).ne'
    rw [div_eq_mul_inv]
    linear_combination (-2 * combined t * p k + combined t ^ 2 * (t k)⁻¹) * hu
  rw [Finset.sum_congr rfl (fun k _ => e k), Finset.sum_add_distrib, Finset.sum_sub_distrib,
    ← Finset.mul_sum, ← Finset.mul_sum, hp]
  linear_combination (-combined t) * h

/-- The exact error of Matthiessen's rule, for positive weights and relaxation times: a weighted
sum of squares comparing each mechanism's share of the rate in a state with its share in
Matthiessen's estimate. -/
theorem matthiessen_defect [Nonempty ι] [Nonempty κ] {w : ι → ℝ} {τ : κ → ι → ℝ}
    (hw : ∀ i, 0 < w i) (hτ : ∀ k i, 0 < τ k i) :
    matthiessenTime w τ - trueTime w τ = ∑ i, w i * ∑ k, τ k i *
      (matthiessenTime w τ / avg w (τ k) - combined (fun l => τ l i) / τ k i) ^ 2 := by
  have hT : ∀ k, 0 < avg w (τ k) := fun k => avg_pos hw (hτ k)
  have hp : ∑ k, matthiessenTime w τ / avg w (τ k) = 1 := by
    simp only [div_eq_mul_inv, ← Finset.mul_sum]
    exact combined_mul_rate hT
  have gap : ∀ i, ∑ k, τ k i *
      (matthiessenTime w τ / avg w (τ k) - combined (fun l => τ l i) / τ k i) ^ 2
      = ∑ k, (matthiessenTime w τ / avg w (τ k)) ^ 2 * τ k i - combined (fun l => τ l i) :=
    fun i => (variational_gap (t := fun k => τ k i)
      (p := fun k => matthiessenTime w τ / avg w (τ k)) (fun k => hτ k i) hp).symm
  -- the average of the trial expression is Matthiessen's estimate
  have mean : ∑ i, w i * ∑ k, (matthiessenTime w τ / avg w (τ k)) ^ 2 * τ k i
      = matthiessenTime w τ := by
    calc _ = ∑ k, (matthiessenTime w τ / avg w (τ k)) ^ 2 * avg w (τ k) := by
          simp_rw [Finset.mul_sum]
          rw [Finset.sum_comm]
          refine Finset.sum_congr rfl fun k _ => ?_
          conv_rhs => rw [show avg w (τ k) = ∑ i, w i * τ k i from rfl, Finset.mul_sum]
          exact Finset.sum_congr rfl fun i _ => by simp only [avg]; ring
      _ = ∑ k, matthiessenTime w τ * (matthiessenTime w τ / avg w (τ k)) := by
          refine Finset.sum_congr rfl fun k _ => ?_
          have hk := div_mul_cancel₀ (matthiessenTime w τ) (hT k).ne'
          linear_combination (matthiessenTime w τ / avg w (τ k)) * hk
      _ = matthiessenTime w τ := by rw [← Finset.mul_sum, hp, mul_one]
  simp_rw [gap, mul_sub]
  rw [Finset.sum_sub_distrib, mean]
  rfl

/-- Matthiessen's rule never underestimates the transport time, for any finite number of
mechanisms with positive relaxation times and any positive weights. -/
theorem trueTime_le_matthiessenTime [Nonempty ι] [Nonempty κ] {w : ι → ℝ} {τ : κ → ι → ℝ}
    (hw : ∀ i, 0 < w i) (hτ : ∀ k i, 0 < τ k i) :
    trueTime w τ ≤ matthiessenTime w τ := by
  rw [← sub_nonneg, matthiessen_defect hw hτ]
  exact Finset.sum_nonneg fun i _ => mul_nonneg (hw i).le
    (Finset.sum_nonneg fun k _ => mul_nonneg (hτ k i).le (sq_nonneg _))

/-- For positive weights and relaxation times, Matthiessen's rule is exact if and only if the
ratio of the relaxation times of any two mechanisms is the same in all states. -/
theorem matthiessen_exact_iff [Nonempty ι] [Nonempty κ] {w : ι → ℝ} {τ : κ → ι → ℝ}
    (hw : ∀ i, 0 < w i) (hτ : ∀ k i, 0 < τ k i) :
    trueTime w τ = matthiessenTime w τ ↔ ∀ k l i j, τ k i / τ l i = τ k j / τ l j := by
  have hT : ∀ k, 0 < avg w (τ k) := fun k => avg_pos hw (hτ k)
  have D := matthiessen_defect hw hτ
  constructor
  · intro h
    rw [h, sub_self] at D
    have hin : ∀ i k, 0 ≤ τ k i *
        (matthiessenTime w τ / avg w (τ k) - combined (fun l => τ l i) / τ k i) ^ 2 :=
      fun i k => mul_nonneg (hτ k i).le (sq_nonneg _)
    -- every square vanishes
    have m : ∀ i k, τ k i * (matthiessenTime w τ / avg w (τ k)) = combined fun l => τ l i := by
      intro i k
      have h1 := (Finset.sum_eq_zero_iff_of_nonneg (fun i _ => mul_nonneg (hw i).le
        (Finset.sum_nonneg fun k _ => hin i k))).mp D.symm i (Finset.mem_univ i)
      have h2 := (mul_eq_zero.mp h1).resolve_left (hw i).ne'
      have h3 := (Finset.sum_eq_zero_iff_of_nonneg (fun k _ => hin i k)).mp h2 k
        (Finset.mem_univ k)
      have h4 := pow_eq_zero_iff (two_ne_zero) |>.mp
        ((mul_eq_zero.mp h3).resolve_left (hτ k i).ne')
      rw [sub_eq_zero.mp h4, mul_div_cancel₀ _ (hτ k i).ne']
    intro k l i j
    have hH : 0 < matthiessenTime w τ :=
      inv_pos.mpr (Finset.sum_pos (fun k _ => inv_pos.mpr (hT k)) Finset.univ_nonempty)
    rw [div_eq_div_iff (hτ l i).ne' (hτ l j).ne']
    apply mul_left_cancel₀ (div_pos hH (hT k)).ne'
    linear_combination τ l j * m i k - τ l j * m i l + τ l i * m j l - τ l i * m j k
  · intro h
    -- the share of a mechanism depends only on ratios of times
    have share : ∀ (t : κ → ℝ) (k : κ), combined t / t k = (∑ l, t k / t l)⁻¹ := by
      intro t k
      simp only [combined, div_eq_mul_inv, ← Finset.mul_sum, mul_inv]
      exact mul_comm _ _
    have ratio : ∀ k l i, avg w (τ k) / avg w (τ l) = τ k i / τ l i := by
      intro k l i
      rw [div_eq_div_iff (hT l).ne' (hτ l i).ne']
      simp only [avg, Finset.sum_mul, Finset.mul_sum]
      refine Finset.sum_congr rfl fun j _ => ?_
      have hj := (div_eq_div_iff (hτ l i).ne' (hτ l j).ne').mp (h k l i j)
      linear_combination (-w j) * hj
    have same : ∀ i k, matthiessenTime w τ / avg w (τ k)
        = combined (fun l => τ l i) / τ k i := by
      intro i k
      have s1 : matthiessenTime w τ / avg w (τ k) = (∑ l, avg w (τ k) / avg w (τ l))⁻¹ :=
        share (fun k => avg w (τ k)) k
      have s2 : combined (fun l => τ l i) / τ k i = (∑ l, τ k i / τ l i)⁻¹ :=
        share (fun l => τ l i) k
      rw [s1, s2, Finset.sum_congr rfl fun l _ => ratio k l i]
    have z : matthiessenTime w τ - trueTime w τ = 0 := by
      rw [D]
      refine Finset.sum_eq_zero fun i _ => ?_
      rw [Finset.sum_eq_zero fun k _ => by rw [same i k, sub_self]; ring, mul_zero]
    exact (sub_eq_zero.mp z).symm

/-- For positive times, two mechanisms combine to the product of their times over the sum. -/
theorem combined_two {t : Fin 2 → ℝ} (ht : ∀ k, 0 < t k) :
    combined t = t 0 * t 1 / (t 0 + t 1) := by
  rw [combined, Fin.sum_univ_two, inv_add_inv (ht 0).ne' (ht 1).ne', inv_div]

/-- Two mechanisms with positive times `a`, `b` and positive weights: the average of
`a b / (a + b)` is at most `A B / (A + B)`, with `A` and `B` the averages, and equality holds
if and only if `a / b` is the same in all states. -/
theorem two_mechanisms [Nonempty ι] {w a b : ι → ℝ}
    (hw : ∀ i, 0 < w i) (ha : ∀ i, 0 < a i) (hb : ∀ i, 0 < b i) :
    avg w (fun i => a i * b i / (a i + b i)) ≤ avg w a * avg w b / (avg w a + avg w b) ∧
    (avg w (fun i => a i * b i / (a i + b i)) = avg w a * avg w b / (avg w a + avg w b) ↔
      ∀ i j, a i / b i = a j / b j) := by
  have hτ : ∀ k i, 0 < (![a, b] : Fin 2 → ι → ℝ) k i := by
    intro k i
    fin_cases k
    exacts [ha i, hb i]
  have e1 : trueTime w ![a, b] = avg w (fun i => a i * b i / (a i + b i)) :=
    congrArg (avg w) (funext fun i => combined_two fun k => hτ k i)
  have e2 : matthiessenTime w ![a, b] = avg w a * avg w b / (avg w a + avg w b) :=
    combined_two fun k => avg_pos hw (hτ k)
  rw [← e1, ← e2]
  refine ⟨trueTime_le_matthiessenTime hw hτ, (matthiessen_exact_iff hw hτ).trans
    ⟨fun h => h 0 1, fun h k l i j => ?_⟩⟩
  fin_cases k <;> fin_cases l
  · show a i / a i = a j / a j
    rw [div_self (ha i).ne', div_self (ha j).ne']
  · exact h i j
  · show b i / a i = b j / a j
    rw [← inv_div (a i) (b i), h i j, inv_div]
  · show b i / b i = b j / b j
    rw [div_self (hb i).ne', div_self (hb j).ne']

/-- For positive charge magnitude, mass, weights and relaxation times, the true mobility is at most
the one obtained by adding the reciprocal mobilities of the separate mechanisms. -/
theorem mobility_le [Nonempty ι] [Nonempty κ] {w : ι → ℝ} {τ : κ → ι → ℝ} {q m : ℝ}
    (hq : 0 < q) (hm : 0 < m) (hw : ∀ i, 0 < w i) (hτ : ∀ k i, 0 < τ k i) :
    mobility q m (trueTime w τ) ≤ combined fun k => mobility q m (avg w (τ k)) := by
  have scale : ∀ (c : ℝ) (t : κ → ℝ), combined (fun k => c * t k) = c * combined t := by
    intro c t
    simp only [combined, mul_inv, ← Finset.mul_sum, inv_inv]
  have e : (combined fun k => mobility q m (avg w (τ k))) = q / m * matthiessenTime w τ :=
    scale (q / m) fun k => avg w (τ k)
  rw [e]
  exact mul_le_mul_of_nonneg_left (trueTime_le_matthiessenTime hw hτ) (div_pos hq hm).le

/-- Two equally weighted states with times `(1, 3)` and `(3, 1)`: the true transport time is
`3/4`, while Matthiessen's rule gives `1`. -/
theorem crossed_times :
    trueTime ![1/2, 1/2] ![![1, 3], ![3, 1]] = 3/4 ∧
    matthiessenTime ![1/2, 1/2] ![![1, 3], ![3, 1]] = 1 := by
  constructor <;> norm_num [trueTime, matthiessenTime, avg, combined, Fin.sum_univ_two]

end

end MatthiessenRule
```

```lean
#print axioms MatthiessenRule.trueTime_le_matthiessenTime
#print axioms MatthiessenRule.two_mechanisms
#print axioms MatthiessenRule.mobility_le
#print axioms MatthiessenRule.crossed_times
```

```
'MatthiessenRule.trueTime_le_matthiessenTime' depends on axioms: [propext, Classical.choice, Quot.sound]
'MatthiessenRule.two_mechanisms' depends on axioms: [propext, Classical.choice, Quot.sound]
'MatthiessenRule.mobility_le' depends on axioms: [propext, Classical.choice, Quot.sound]
'MatthiessenRule.crossed_times' depends on axioms: [propext, Classical.choice, Quot.sound]
```

### From the square identity to the theorems

`avg_pos` and `combined_mul_rate` supply positive averages and the relation h Σ_k 1/t_k = 1. `variational_gap` is the one-state identity: its step `e` expands each square, the sums are split, and `linear_combination` inserts that relation.

In `matthiessen_defect`, `hp` shows that the shares H/T_k sum to one, `gap` applies the one-state identity in each state, and `mean` shows that the averaged first term is H. The exchange of the sums over states and mechanisms is `Finset.sum_comm`. The inequality then follows because every term in the error formula is non-negative.

For the equality condition, a vanishing sum of non-negative terms has only vanishing terms. This gives `m`, the relation τ_k(i) H/T_k = h_i. Four instances of it, for two states and two mechanisms, yield the equality of ratios after the positive factor H/T_k is cancelled. In the converse direction, `share` writes a mechanism's share in terms of ratios of times, `ratio` shows that the averages have the same ratios as the times in any state, and `same` concludes that the two shares agree.

`combined_two` turns the combined time of two mechanisms into product over sum. `two_mechanisms` applies the general theorems to the pair `![a, b]` and checks the four possible pairs of mechanisms, of which only a/b and its reciprocal carry information. `mobility_le` pulls the common factor q/m out of `combined`, and `crossed_times` evaluates the numerical example with `norm_num`.
